# Hückel atom–atom polarisabilities in units of 1/β: positive semidefinite with zero row sums for a closed shell with a gap

## Charge moving in ethene

Ethene has two π atomic orbitals, on atoms 0 and 1. In Hückel theory an orbital energy is α + xβ, where α is the site energy of carbon, β < 0 is the resonance integral and x is the level. The orbitals and levels are

c_0 = (1/√2, 1/√2), x_0 = 1
c_1 = (1/√2, −1/√2), x_1 = −1

Orbital 0 holds both electrons. Now change the site energies to α + v_0 β and α + v_1 β. The perturbation mixes the two orbitals through the matrix element, in units of β,

T_01 = v_0/2 − v_1/2.

Here the charge on an atom means its number of π electrons, not its electric charge. To first order, the charge on atom 0 rises by (v_0 − v_1)/2 and the charge on atom 1 falls by the same amount. The response matrix is therefore

P = [ 1/2, −1/2 ; −1/2, 1/2 ].

Its rows sum to zero because a uniform shift moves no charge. Its quadratic form is (v_0 − v_1)²/2, which is never negative.

## The matrix for any number of atoms

Let c_jr be the real coefficient of orbital j on atom r. Overlap between atomic orbitals on different atoms is neglected, as usual in Hückel theory, and the orbitals are orthonormal: ∑_r c_jr c_kr is 1 for j = k and 0 otherwise. Doubly occupied orbitals are labelled j and empty ones k. The polarisability matrix is

P_rs = 4 ∑_j ∑_k c_jr c_kr c_js c_ks / (x_j − x_k).

In first-order perturbation theory this is the change of charge on atom r per unit of v_s. In a closed-shell ground state with a gap, every occupied orbital lies below every empty one in energy. Since β is negative, the occupied orbitals then have the larger x and every denominator is positive. With energies in place of levels, the matrix would be negative semidefinite.

**Row sums.** Summing over s leaves the overlap of an occupied orbital with an empty one:

∑_s P_rs = 4 ∑_j ∑_k [c_jr c_kr / (x_j − x_k)] ∑_s c_js c_ks = 0.

**Positivity.** P is symmetric in r and s. Define T_jk = ∑_r v_r c_jr c_kr. Exchanging the sums over atoms and orbitals gives

∑_r ∑_s v_r P_rs v_s = 4 ∑_j ∑_k T_jk² / (x_j − x_k) ≥ 0.

## Which potentials give a zero quadratic form

Let p_rs = 2 ∑_j c_jr c_js be the bond order, and let L_rs be the double sum in P_rs without its denominators. It factorises:

L_rs = (∑_j c_jr c_js)(∑_k c_kr c_ks).

For r ≠ s, completeness makes the two factors add to zero, so L_rs = −p_rs²/4. L is symmetric and its rows also sum to zero, so expanding the square leaves only the cross term:

∑_r ∑_s L_rs (v_r − v_s)² = −2 ∑_r ∑_s v_r v_s L_rs = −2 ∑_j ∑_k T_jk².

The diagonal terms on the left vanish, hence

∑_j ∑_k T_jk² = (1/8) ∑_r ∑_s p_rs² (v_r − v_s)².

Because all denominators are positive, the quadratic form of P vanishes exactly when every T_jk does. By the last identity, this happens exactly when v_r = v_s for every pair with p_rs ≠ 0. If all orbitals are occupied, bond orders between different atoms are zero and every v qualifies, as it must for P = 0.

## Reading the Lean statements

Row `j` of the square matrix `C` is orbital j, `x j` is its level, and `occ` is the finite set of occupied orbitals, with complement `occᶜ`. The hypothesis `C * Cᵀ = 1` is orthonormality. The hypothesis `hx` says that every occupied level lies strictly above every empty one; physically, this is a closed-shell ground state with a gap, so excited configurations and a partly filled degenerate level are excluded.

`polarisability_posSemidef` states both main properties. Over the reals, `PosSemidef` means symmetry together with a non-negative quadratic form. Two docstrings leave hypotheses unsaid: `weighted_row_sum` assumes orthonormality, and `polarisability_form_eq_zero_iff` assumes both orthonormality and `hx`. The general theorems do not require the rows of `C` to be eigenvectors of a Hückel matrix, so they cover that case and more. `ethene_witness` does include the eigenvalue equation for its two orbitals.

The matrix is defined by its sum; its reading as a charge derivative comes from the perturbation theory above. In this non-interacting model with real orbitals and fixed resonance integrals, the result constrains how π charges respond, to first order, to small changes of site energy. A heteroatom can be represented by a changed site energy, but that change is often comparable in size with β, and the first-order response is then only an estimate.

A mistake that the hypotheses will not catch is to supply eigenvectors as columns. The transpose of a square orthogonal matrix is also orthogonal, so the theorem still applies, but generally to the wrong matrix. Ethene does not reveal the error, because its orbital matrix is symmetric.

## The complete file

```lean
import Mathlib

open Matrix

namespace HuckelPolarisability

noncomputable section

variable {n : Type*} [Fintype n] [DecidableEq n]

/-- The atom-atom polarisability matrix; `C j r` is the coefficient of orbital `j` on atom `r`,
`x j` is the level of orbital `j`, and `occ` is the set of doubly occupied orbitals. -/
def polarisability (C : Matrix n n ℝ) (x : n → ℝ) (occ : Finset n) : Matrix n n ℝ :=
  fun r s => 4 * ∑ j ∈ occ, ∑ k ∈ occᶜ, C j r * C k r * C j s * C k s / (x j - x k)

/-- The matrix element of the site potential `v` between orbitals `j` and `k`. -/
def transition (C : Matrix n n ℝ) (v : n → ℝ) (j k : n) : ℝ :=
  ∑ r, v r * C j r * C k r

/-- The bond order between atoms `r` and `s` for doubly occupied orbitals. -/
def bondOrder (C : Matrix n n ℝ) (occ : Finset n) (r s : n) : ℝ :=
  2 * ∑ j ∈ occ, C j r * C j s

/-- Products of occupied and empty orbitals, weighted by arbitrary denominators `d`,
sum to zero over the atoms. -/
theorem weighted_row_sum {C : Matrix n n ℝ} (hC : C * Cᵀ = 1) (occ : Finset n)
    (d : n → n → ℝ) (r : n) :
    ∑ s, ∑ j ∈ occ, ∑ k ∈ occᶜ, C j r * C k r * C j s * C k s / d j k = 0 := by
  rw [Finset.sum_comm]
  refine Finset.sum_eq_zero fun j hj => ?_
  rw [Finset.sum_comm]
  refine Finset.sum_eq_zero fun k hk => ?_
  have hjk : j ≠ k := by
    rintro rfl
    exact (Finset.mem_compl.1 hk) hj
  -- an occupied and an empty orbital are orthogonal
  have h0 : ∑ s, C j s * C k s = 0 := by
    have h := congrFun (congrFun hC j) k
    simpa [Matrix.mul_apply, Matrix.one_apply, hjk] using h
  calc ∑ s, C j r * C k r * C j s * C k s / d j k
      = (C j r * C k r / d j k) * ∑ s, C j s * C k s := by
        rw [Finset.mul_sum]
        exact Finset.sum_congr rfl fun s _ => by ring
    _ = 0 := by rw [h0, mul_zero]

/-- Take the sum of occupied-empty orbital products divided by arbitrary `d j k`, weight it by `v r
* v s` and sum over both atoms: the result is the sum over occupied-empty pairs of the squared
transition element divided by `d j k`. -/
theorem weighted_form (C : Matrix n n ℝ) (occ : Finset n) (d : n → n → ℝ) (v : n → ℝ) :
    ∑ r, ∑ s, v r * v s *
        (∑ j ∈ occ, ∑ k ∈ occᶜ, C j r * C k r * C j s * C k s / d j k)
      = ∑ j ∈ occ, ∑ k ∈ occᶜ, transition C v j k ^ 2 / d j k := by
  have h : ∀ j k, transition C v j k ^ 2 / d j k
      = ∑ r, ∑ s, v r * v s * (C j r * C k r * C j s * C k s / d j k) := by
    intro j k
    unfold transition
    rw [sq, Finset.sum_mul_sum, Finset.sum_div]
    refine Finset.sum_congr rfl fun r _ => ?_
    rw [Finset.sum_div]
    exact Finset.sum_congr rfl fun s _ => by ring
  simp_rw [h, Finset.mul_sum]
  -- move the orbital sums outside the atom sums
  refine (Finset.sum_congr rfl fun r _ => Finset.sum_comm).trans ?_
  refine Finset.sum_comm.trans ?_
  refine Finset.sum_congr rfl fun j _ => ?_
  refine (Finset.sum_congr rfl fun r _ => Finset.sum_comm).trans ?_
  exact Finset.sum_comm

/-- The quadratic form of the polarisability is four times the sum of squared transition elements
divided by level differences. -/
theorem polarisability_form (C : Matrix n n ℝ) (x : n → ℝ) (occ : Finset n) (v : n → ℝ) :
    v ⬝ᵥ polarisability C x occ *ᵥ v
      = 4 * ∑ j ∈ occ, ∑ k ∈ occᶜ, transition C v j k ^ 2 / (x j - x k) := by
  rw [← weighted_form C occ (fun j k => x j - x k) v]
  simp only [dotProduct, Matrix.mulVec, polarisability]
  rw [Finset.mul_sum]
  refine Finset.sum_congr rfl fun r _ => ?_
  rw [Finset.mul_sum, Finset.mul_sum]
  exact Finset.sum_congr rfl fun s _ => by ring

/-- For orthonormal orbitals with every occupied level above every empty one (in units of the
resonance integral), the polarisability matrix is positive semidefinite with zero row sums. -/
theorem polarisability_posSemidef {C : Matrix n n ℝ} (hC : C * Cᵀ = 1) {x : n → ℝ}
    {occ : Finset n} (hx : ∀ j ∈ occ, ∀ k ∈ occᶜ, x k < x j) :
    (polarisability C x occ).PosSemidef ∧ ∀ r, ∑ s, polarisability C x occ r s = 0 := by
  constructor
  · refine Matrix.PosSemidef.of_dotProduct_mulVec_nonneg ?_ fun v => ?_
    · refine Matrix.IsHermitian.ext fun r s => ?_
      rw [star_trivial]
      unfold polarisability
      congr 1
      exact Finset.sum_congr rfl fun j _ => Finset.sum_congr rfl fun k _ => by ring
    · rw [star_trivial, polarisability_form]
      refine mul_nonneg (by norm_num) (Finset.sum_nonneg fun j hj => Finset.sum_nonneg fun k hk => ?_)
      exact div_nonneg (sq_nonneg _) (sub_pos.2 (hx j hj k hk)).le
  · intro r
    unfold polarisability
    rw [← Finset.mul_sum, weighted_row_sum hC occ (fun j k => x j - x k) r, mul_zero]

/-- For orthonormal orbitals, the sum of squared transition elements over occupied-empty pairs is
one eighth of the sum, over ordered pairs of atoms, of the squared bond order times the squared
potential difference. -/
theorem transition_sum {C : Matrix n n ℝ} (hC : C * Cᵀ = 1) (occ : Finset n) (v : n → ℝ) :
    ∑ j ∈ occ, ∑ k ∈ occᶜ, transition C v j k ^ 2
      = 1 / 8 * ∑ r, ∑ s, bondOrder C occ r s ^ 2 * (v r - v s) ^ 2 := by
  let L : n → n → ℝ := fun r s =>
    ∑ j ∈ occ, ∑ k ∈ occᶜ, C j r * C k r * C j s * C k s / 1
  have hrow : ∀ r, ∑ s, L r s = 0 := weighted_row_sum hC occ (fun _ _ => 1)
  have hsymm : ∀ r s, L r s = L s r := fun r s =>
    Finset.sum_congr rfl fun j _ => Finset.sum_congr rfl fun k _ => by ring
  have hform : ∑ r, ∑ s, v r * v s * L r s
      = ∑ j ∈ occ, ∑ k ∈ occᶜ, transition C v j k ^ 2 := by
    have h := weighted_form C occ (fun _ _ => 1) v
    simp only [div_one] at h
    simpa only [L, div_one] using h
  -- completeness fixes the entries of L between different atoms
  have hoff : ∀ r s, bondOrder C occ r s ^ 2 * (v r - v s) ^ 2
      = -4 * (L r s * (v r - v s) ^ 2) := by
    intro r s
    by_cases hrs : r = s
    · simp [hrs]
    have h1 : ∑ j, C j r * C j s = 0 := by
      have hC' : Cᵀ * C = 1 := mul_eq_one_comm.1 hC
      have h := congrFun (congrFun hC' r) s
      simpa [Matrix.mul_apply, Matrix.one_apply, hrs] using h
    rw [← Finset.sum_add_sum_compl occ] at h1
    have h2 : L r s = (∑ j ∈ occ, C j r * C j s) * ∑ k ∈ occᶜ, C k r * C k s := by
      rw [Finset.sum_mul_sum]
      exact Finset.sum_congr rfl fun j _ => Finset.sum_congr rfl fun k _ => by ring
    rw [h2, eq_neg_of_add_eq_zero_right h1]
    unfold bondOrder
    ring
  have ha : ∑ r, ∑ s, L r s * v r ^ 2 = 0 :=
    Finset.sum_eq_zero fun r _ => by rw [← Finset.sum_mul, hrow, zero_mul]
  have hb : ∑ r, ∑ s, L r s * v s ^ 2 = 0 := by
    rw [Finset.sum_comm]
    refine Finset.sum_eq_zero fun s _ => ?_
    rw [← Finset.sum_mul, Finset.sum_congr rfl (fun r _ => hsymm r s), hrow, zero_mul]
  have hc : ∑ r, ∑ s, bondOrder C occ r s ^ 2 * (v r - v s) ^ 2
      = -4 * ∑ r, ∑ s, L r s * v r ^ 2 + -4 * ∑ r, ∑ s, L r s * v s ^ 2
        + 8 * ∑ r, ∑ s, v r * v s * L r s := by
    simp only [Finset.mul_sum, ← Finset.sum_add_distrib]
    refine Finset.sum_congr rfl fun r _ => Finset.sum_congr rfl fun s _ => ?_
    rw [hoff]
    ring
  rw [hc, ha, hb, hform]
  ring

omit [Fintype n] [DecidableEq n] in
/-- A double sum of nonnegative terms vanishes exactly when every term does. -/
theorem double_sum_eq_zero (s t : Finset n) (f : n → n → ℝ)
    (hf : ∀ j ∈ s, ∀ k ∈ t, 0 ≤ f j k) :
    ∑ j ∈ s, ∑ k ∈ t, f j k = 0 ↔ ∀ j ∈ s, ∀ k ∈ t, f j k = 0 := by
  rw [Finset.sum_eq_zero_iff_of_nonneg (fun j hj => Finset.sum_nonneg (hf j hj))]
  exact forall₂_congr fun j hj => Finset.sum_eq_zero_iff_of_nonneg (hf j hj)

/-- The quadratic form of the polarisability vanishes exactly for site potentials that are equal
on any two atoms with non-zero bond order. -/
theorem polarisability_form_eq_zero_iff {C : Matrix n n ℝ} (hC : C * Cᵀ = 1) {x : n → ℝ}
    {occ : Finset n} (hx : ∀ j ∈ occ, ∀ k ∈ occᶜ, x k < x j) (v : n → ℝ) :
    v ⬝ᵥ polarisability C x occ *ᵥ v = 0 ↔
      ∀ r s, bondOrder C occ r s ≠ 0 → v r = v s := by
  have e1 := double_sum_eq_zero occ occᶜ (fun j k => transition C v j k ^ 2 / (x j - x k))
    (fun j hj k hk => div_nonneg (sq_nonneg _) (sub_pos.2 (hx j hj k hk)).le)
  have e2 := double_sum_eq_zero occ occᶜ (fun j k => transition C v j k ^ 2)
    (fun _ _ _ _ => sq_nonneg _)
  have e3 := double_sum_eq_zero Finset.univ Finset.univ
    (fun r s => bondOrder C occ r s ^ 2 * (v r - v s) ^ 2)
    (fun _ _ _ _ => mul_nonneg (sq_nonneg _) (sq_nonneg _))
  have hT := transition_sum hC occ v
  rw [polarisability_form]
  constructor
  · intro h r s hp
    have h1 := e1.1 (by linarith)
    -- positive level differences force every transition element to vanish
    have h2 := e2.2 fun j hj k hk =>
      (div_eq_zero_iff.1 (h1 j hj k hk)).resolve_right (sub_pos.2 (hx j hj k hk)).ne'
    have h3 : bondOrder C occ r s ^ 2 * (v r - v s) ^ 2 = 0 :=
      e3.1 (by linarith) r (Finset.mem_univ r) s (Finset.mem_univ s)
    exact sub_eq_zero.1 (pow_eq_zero_iff two_ne_zero |>.1
      ((mul_eq_zero.1 h3).resolve_left (pow_ne_zero 2 hp)))
  · intro h
    have h3 := e3.2 fun r _ s _ => by
      by_cases hp : bondOrder C occ r s = 0
      · simp [hp]
      · simp [h r s hp]
    have h2 := e2.1 (by linarith)
    have h1 := e1.2 fun j hj k hk => div_eq_zero_iff.2 (Or.inl (h2 j hj k hk))
    linarith


/-- The bonding and antibonding orbitals of ethene, as rows. -/
def etheneOrbitals : Matrix (Fin 2) (Fin 2) ℝ :=
  !![√(1 / 2), √(1 / 2); √(1 / 2), -√(1 / 2)]

/-- The ethene orbitals are orthonormal eigenvectors of the two-atom adjacency matrix with levels
`1` and `-1`; with the first occupied, the polarisability has entries `1/2` and `-1/2`. -/
theorem ethene_witness :
    etheneOrbitals * etheneOrbitalsᵀ = 1 ∧
    etheneOrbitals * !![0, 1; 1, 0] = Matrix.diagonal ![1, -1] * etheneOrbitals ∧
    polarisability etheneOrbitals ![1, -1] {0} = !![1 / 2, -1 / 2; -1 / 2, 1 / 2] := by
  have ha : √(1 / 2 : ℝ) * √(1 / 2 : ℝ) = 1 / 2 := Real.mul_self_sqrt (by norm_num)
  have hc : ({0} : Finset (Fin 2))ᶜ = {1} := by decide
  unfold etheneOrbitals
  generalize √(1 / 2 : ℝ) = a at *
  have h4 : a * a * a * a = 1 / 4 := by
    linear_combination (a * a + 1 / 2) * ha
  refine ⟨?_, ?_, ?_⟩
  · ext i j
    fin_cases i <;> fin_cases j <;> simp [Matrix.mul_apply, Fin.sum_univ_two] <;> linarith
  · ext i j
    fin_cases i <;> fin_cases j <;> simp [Matrix.mul_apply, Fin.sum_univ_two]
  · ext i j
    fin_cases i <;> fin_cases j <;> norm_num [polarisability, hc, h4]

end

end HuckelPolarisability
```

```lean
#print axioms HuckelPolarisability.polarisability_posSemidef
#print axioms HuckelPolarisability.polarisability_form_eq_zero_iff
```

```
'HuckelPolarisability.polarisability_posSemidef' depends on axioms: [propext, Classical.choice, Quot.sound]
'HuckelPolarisability.polarisability_form_eq_zero_iff' depends on axioms: [propext, Classical.choice, Quot.sound]
```

## How the proof follows the derivation

`weighted_row_sum` and `weighted_form` allow arbitrary denominators `d j k`. They are used once with level differences, for P, and once with 1, for L. The first exchanges sums with `Finset.sum_comm` and extracts the vanishing overlap `h0`. The second expands the square of T_jk as a double sum over atoms and then reorders the four sums.

`polarisability_form` inserts the factor 4. In `polarisability_posSemidef`, symmetry follows by `ring` in each term, and positivity from a square divided by a positive number. Orthonormality enters only for the row sums.

In `transition_sum`, `mul_eq_one_comm` turns `C * Cᵀ = 1` into `Cᵀ * C = 1`, which is completeness. The step `hoff` treats r = s separately and otherwise replaces L_rs by −p_rs²/4. The steps `ha` and `hb` remove the squared terms through the zero row sums, and `hc` assembles the expansion.

`polarisability_form_eq_zero_iff` applies `double_sum_eq_zero` three times: to the weighted squares, to the unweighted squares and to the bond-order sum. `transition_sum` links the last two, and `linarith` carries the zero from one sum to the other.

For ethene, the proof replaces √(1/2) by a symbol `a` with a² = 1/2, so a⁴ = 1/4. Each entry of P then has magnitude 4 · (1/4)/2 = 1/2, and `fin_cases` checks the entries one by one.
